# Any uniform grid of at least two points integrates the density sin²(πx) exactly over the unit cell

The theorem `gridAverage_density` concerns the one-dimensional model density sin²(πx), which vanishes at every integer. It states that for every N ≥ 2 and every real offset s, the average of this density over the N points (j + s)/N, with j from 0 to N − 1, equals its integral over [0, 1]. The density is unnormalised: both sides equal 1/2, and would equal 1 for the normalised density 2 sin²(πx). The proof writes the density at each grid point as 1/2 minus half a sine, shows by a telescoping identity that the sines sum to zero, and computes the integral separately.

The failing Lean file:

```lean
import Mathlib

open Real Filter Topology

namespace GridAverageDensity

noncomputable section

/-- The model density `sin(πx)²`, which has a node at every integer `x`. -/
def density (x : ℝ) : ℝ := sin (π * x) ^ 2

/-- The average of `f` over the `N` grid points `(j + s)/N`, `0 ≤ j < N`, with offset `s`,
for `N ≥ 1`. -/
def gridAverage (f : ℝ → ℝ) (N : ℕ) (s : ℝ) : ℝ :=
  (∑ j ∈ Finset.range N, f ((j + s) / N)) / N

/-- A sum of sines at phases spaced by `2x`, multiplied by `2 sin x`, telescopes to a difference of
two cosines. -/
theorem sum_sin_telescope (x b : ℝ) (n : ℕ) :
    2 * sin x * ∑ j ∈ Finset.range n, sin (b + 2 * x * j)
      = cos (b - x) - cos (b + 2 * x * n - x) := by
  induction n with
  | zero => simp
  | succ n ih =>
    have h : b + 2 * x * ((n + 1 : ℕ) : ℝ) - x = (b + 2 * x * n) + x := by
      push_cast
      ring
    rw [Finset.sum_range_succ, mul_add, ih, h, cos_add (b + 2 * x * n) x,
      cos_sub (b + 2 * x * n) x]
    ring

/-- The density itself is integrated over the unit cell without error by every uniform grid
of at least two points, whatever its offset. -/
theorem gridAverage_density (N : ℕ) (hN : 2 ≤ N) (s : ℝ) :
    gridAverage density N s = ∫ x in (0 : ℝ)..1, density x := by
  have h2 : (2 : ℝ) ≤ N := by exact_mod_cast hN
  have h0 : (0 : ℝ) < N := by linarith
  have hsin : 0 < sin (π / N) := by
    apply sin_pos_of_pos_of_lt_pi (by positivity)
    rw [div_lt_iff₀ h0]
    nlinarith [pi_pos]
  -- the oscillating part of the density sums to zero over a full period
  have h := sum_sin_telescope (π / N) (2 * π * s / N + π / 2) N
  have e : 2 * π * s / N + π / 2 + 2 * (π / N) * N - π / N
      = (2 * π * s / N + π / 2 - π / N) + 2 * π := by
    have : π / N * N = π := div_mul_cancel₀ _ h0.ne'
    linear_combination 2 * this
  rw [e, cos_add_two_pi, sub_self] at h
  have hz := (mul_eq_zero.mp h).resolve_left (mul_pos two_pos hsin).ne'
  have ht : ∀ j ∈ Finset.range N, density ((j + s) / N)
      = 1 / 2 - sin (2 * π * s / N + π / 2 + 2 * (π / N) * j) / 2 := by
    intro j _
    have : 2 * π * s / N + π / 2 + 2 * (π / N) * j
        = 2 * (π * ((j + s) / N)) + π / 2 := by ring
    rw [this, sin_add_pi_div_two, cos_two_mul, cos_sq']
    unfold density
    ring
  have hint : ∫ x in (0 : ℝ)..1, density x = 1 / 2 := by
    unfold density
    rw [intervalIntegral.integral_comp_mul_left (fun x => sin x ^ 2) pi_ne_zero,
      integral_sin_sq]
    simp only [mul_zero, mul_one, sin_zero, sin_pi, zero_mul, sub_zero, zero_add, smul_eq_mul]
    have := pi_ne_zero
    field_simp
  rw [hint, gridAverage, Finset.sum_congr rfl ht, Finset.sum_sub_distrib, ← Finset.sum_div, hz,
    Finset.sum_const, Finset.card_range, nsmul_eq_mul, zero_div, sub_zero,
    mul_div_cancel_left₀ _ h0.ne']

end

end GridAverageDensity
```

The error:

```
Main.lean:65:92: error: Tactic `rewrite` failed: Did not find an occurrence of the pattern
  ∑ j ∈ Finset.range N, sin (2 * π * s / ↑N + π / 2 + 2 * (π / ↑N) * ↑j)
in the target expression
  ((∑ i ∈ Finset.range N, 1) / 2 - ∑ x ∈ Finset.range N, sin (2 * π * s / ↑N + π / 2 + 2 * (π / ↑N) * ↑x) / 2) / ↑N =
    1 / 2

N : ℕ
hN : 2 ≤ N
s : ℝ
h2 : 2 ≤ ↑N
h0 : 0 < ↑N
hsin : 0 < sin (π / ↑N)
h : 2 * sin (π / ↑N) * ∑ j ∈ Finset.range N, sin (2 * π * s / ↑N + π / 2 + 2 * (π / ↑N) * ↑j) = 0
e : 2 * π * s / ↑N + π / 2 + 2 * (π / ↑N) * ↑N - π / ↑N = 2 * π * s / ↑N + π / 2 - π / ↑N + 2 * π
hz : ∑ j ∈ Finset.range N, sin (2 * π * s / ↑N + π / 2 + 2 * (π / ↑N) * ↑j) = 0
ht : ∀ j ∈ Finset.range N, density ((↑j + s) / ↑N) = 1 / 2 - sin (2 * π * s / ↑N + π / 2 + 2 * (π / ↑N) * ↑j) / 2
hint : ∫ (x : ℝ) in 0..1, density x = 1 / 2
⊢ ((∑ i ∈ Finset.range N, 1) / 2 - ∑ x ∈ Finset.range N, sin (2 * π * s / ↑N + π / 2 + 2 * (π / ↑N) * ↑x) / 2) / ↑N =
    1 / 2
```

Lean accepts the file once it reads:

```diff
@@ -63,6 +63,6 @@
     have := pi_ne_zero
     field_simp
-  rw [hint, gridAverage, Finset.sum_congr rfl ht, Finset.sum_sub_distrib, ← Finset.sum_div, hz,
-    Finset.sum_const, Finset.card_range, nsmul_eq_mul, zero_div, sub_zero,
+  rw [hint, gridAverage, Finset.sum_congr rfl ht, Finset.sum_sub_distrib, Finset.sum_const,
+    Finset.card_range, nsmul_eq_mul, ← Finset.sum_div, hz, zero_div, sub_zero,
     mul_div_cancel_left₀ _ h0.ne']
 
```

The error lies in the order of the final rewrites. After `Finset.sum_sub_distrib` the goal contains two sums whose terms are divided by 2: the constant sum of 1/2 and the sum of sines. The rewrite `← Finset.sum_div`, which moves a common divisor outside a sum, matches the constant sum first. That match fixes the lemma's arguments, so the sine sum is left alone, with its division by 2 still inside. The next rewrite, `hz`, looks for the sum of the bare sines and does not find it.

The repair moves `Finset.sum_const`, `Finset.card_range` and `nsmul_eq_mul` ahead of `← Finset.sum_div`. They turn the constant sum into N · (1/2), so the sine sum is the only one left for `← Finset.sum_div` to match. Its divisor then moves outside, `hz` replaces the sum by zero, and the remaining rewrites, unchanged, reduce the left side to 1/2.
